# A periodic cell of ±1 spins with zero pair correlation at some lattice shift has a number of sites divisible by 4

Suppose a search for a special quasirandom structure is given a six-site periodic cell with three A atoms and three B atoms. The aim is to imitate the random equiatomic alloy. With spin $+1$ for A and $-1$ for B, the spins on two different sites of that alloy have an average product of zero, so the search is told to stop when the correlation at one chosen lattice shift is exactly zero. It never stops. However long it runs, the correlation stays at least $1/3$ away from its target, and the output does not show whether the algorithm is poor or the target is impossible.

The target is impossible, and the number of sites alone decides it. In a cell of $N$ sites, the sum of spin products at any one shift is congruent to $N$ modulo 4, so it can vanish only if 4 divides $N$. This is a necessary condition on a single pair correlation. It does not construct a quasirandom structure, which has to match many correlations at once.

```lean
import Mathlib

namespace QuasirandomPairParity
```

## Spins, partners and the pair sum

Label the sites by $i$ and let $\sigma_i$ be the spin on site $i$. A configuration of the binary alloy satisfies

$$\sigma_i\in\{+1,-1\}\quad\text{for every } i.$$

```lean
/-- A configuration of a binary alloy: every site carries spin `+1` (atom A) or `-1` (atom B). -/
def IsSpin {ι : Type*} (σ : ι → ℤ) : Prop := ∀ i, σ i = 1 ∨ σ i = -1
```

In Lean the spins are an integer-valued function `σ` on a type `ι` of sites, and `IsSpin σ` is the condition just written. Integer values are convenient because the argument is about remainders. The composition is left free: nothing below requires equal numbers of A and B.

Next, give every site a partner. Let $\pi$ be a permutation of the sites, so that each site is the partner of exactly one site. The pair sum is

$$S=\sum_i \sigma_i\,\sigma_{\pi(i)}.$$

```lean
/-- The sum of `σ i * σ (π i)` over all sites, where the permutation `π` assigns to each site
its partner. -/
def pairSum {ι : Type*} [Fintype ι] (σ : ι → ℤ) (π : Equiv.Perm ι) : ℤ :=
  ∑ i, σ i * σ (π i)
```

The type `Equiv.Perm ι` contains all bijections of the sites onto themselves, and a site may be its own partner. A lattice translation of a periodic cell is one example. In a crystal with several atoms per primitive cell, any one-to-one assignment of partners is another, even if it is not a translation.

Let $n_{AB}$ be the number of sites that carry A while their partner carries B:

$$n_{AB}=\#\{\,i:\sigma_i=+1,\ \sigma_{\pi(i)}=-1\,\}.$$

```lean
/-- The number of AB pairs: sites with spin `+1` whose partner has spin `-1`. -/
def countAB {ι : Type*} [Fintype ι] (σ : ι → ℤ) (π : Equiv.Perm ι) : ℕ :=
  (Finset.univ.filter fun i => σ i = 1 ∧ σ (π i) = -1).card
```

The order matters in this count. A site with B whose partner has A is not included, so $n_{AB}$ counts unlike pairs in one order only.

## The pair correlation of a periodic cell

A crystal with one atom per primitive cell, repeated with some supercell period, has as its sites the lattice vectors modulo the superlattice. These form a finite abelian group $G$, with $N=|G|$ elements. A lattice shift is an element $s$ of $G$, and it sends site $i$ to site $i+s$, with periodic boundary conditions built into the addition. The pair correlation at $s$ is the average

$$\Pi(s)=\frac1N\sum_{i\in G}\sigma_i\,\sigma_{i+s}.$$

```lean
/-- The pair correlation of a periodic cell `G` at the lattice shift `s`: the average of
`σ i * σ (i + s)` over the sites of the cell. -/
def pairCorrelation {G : Type*} [AddCommGroup G] [Fintype G] (σ : G → ℤ) (s : G) : ℚ :=
  (pairSum σ (Equiv.addRight s) : ℚ) / (Fintype.card G : ℚ)
```

The permutation `Equiv.addRight s` is the map $i\mapsto i+s$, so the numerator is the pair sum for that choice of $\pi$. The quotient is taken in the rational numbers, and "zero" therefore means exactly zero, with no numerical tolerance.

The definition concerns one shift, whereas a cluster expansion usually averages over all symmetry-equivalent shifts of a neighbour shell. Such an average can vanish although none of its terms does. Take the square lattice with a six-site cell in which the two primitive translations act as the shifts 1 and 2 on a ring of six sites, and fill the ring as AAABBB. The two correlations are $+1/3$ and $-1/3$, and the nearest-neighbour shell average is zero with $N=6$. The divisibility condition therefore applies to correlations resolved by shift, not to shell averages.

## Counting AB pairs with a product of two factors

The factor $1+\sigma_i$ is 2 on an A site and 0 on a B site. The factor $1-\sigma_{\pi(i)}$ is 2 if the partner is B and 0 if it is A. Their product is therefore

$$(1+\sigma_i)(1-\sigma_{\pi(i)})=\begin{cases}4,&\sigma_i=+1\ \text{and}\ \sigma_{\pi(i)}=-1,\\0,&\text{otherwise.}\end{cases}$$

Summing over all sites gives $4n_{AB}$. Expanding the product before summing gives

$$4n_{AB}=\sum_i 1+\sum_i\sigma_i-\sum_i\sigma_{\pi(i)}-\sum_i\sigma_i\sigma_{\pi(i)}.$$

The first sum is $N$. The second and third are equal, because $\pi$ only reorders the sites and leaves the total spin unchanged. The last is $S$. Hence

$$S=N-4n_{AB}.$$

```lean
/-- For spins `±1` on `N` sites and any permutation of the sites, the pair sum equals `N` minus
four times the number of AB pairs. -/
theorem pairSum_eq {ι : Type*} [Fintype ι] {σ : ι → ℤ} (hσ : IsSpin σ) (π : Equiv.Perm ι) :
    pairSum σ π = (Fintype.card ι : ℤ) - 4 * (countAB σ π : ℤ) := by
  -- the product of the two factors is 4 on an AB pair and 0 otherwise
  have key : ∀ i, (1 + σ i) * (1 - σ (π i)) =
      if σ i = 1 ∧ σ (π i) = -1 then 4 else 0 := by
    intro i
    rcases hσ i with h | h <;> rcases hσ (π i) with h' | h' <;> norm_num [h, h']
  have hcount : ∑ i, (1 + σ i) * (1 - σ (π i)) = 4 * (countAB σ π : ℤ) := by
    simp only [key]
    rw [← Finset.sum_filter, Finset.sum_const, nsmul_eq_mul, countAB]
    ring
  -- a permutation does not change the total spin
  have hperm : ∑ i, σ (π i) = ∑ i, σ i := Equiv.sum_comp π σ
  have hexp : ∑ i, (1 + σ i) * (1 - σ (π i)) =
      (Fintype.card ι : ℤ) + ∑ i, σ i - ∑ i, σ (π i) - pairSum σ π := by
    have hcard : (Fintype.card ι : ℤ) = ∑ _i : ι, (1 : ℤ) := by simp
    rw [hcard, pairSum, ← Finset.sum_add_distrib, ← Finset.sum_sub_distrib,
      ← Finset.sum_sub_distrib]
    exact Finset.sum_congr rfl fun i _ => by ring
  linarith
```

The theorem `pairSum_eq` states this identity in the integers, with `Fintype.card ι` in the role of $N$. Its proof has the same four parts:

- `key` is the case distinction for the product, settled by going through the four combinations of two spins.
- `hcount` sums it to $4n_{AB}$.
- `hperm` is the invariance of the total spin, and the only place where the bijectivity of $\pi$ enters.
- `hexp` is the expanded sum.

The final `linarith` combines the last three and solves for the pair sum.

## The remainder modulo 4

Since $4n_{AB}$ is a multiple of 4, the identity gives at once

$$S\equiv N \pmod 4.$$

```lean
/-- For spins `±1` on `N` sites and any permutation `π` of the sites, the sum of
`σ i * σ (π i)` is congruent to `N` modulo 4. -/
theorem pairSum_modEq_card {ι : Type*} [Fintype ι] {σ : ι → ℤ} (hσ : IsSpin σ)
    (π : Equiv.Perm ι) : pairSum σ π ≡ (Fintype.card ι : ℤ) [ZMOD 4] := by
  have h := pairSum_eq hσ π
  unfold Int.ModEq
  omega
```

The notation `[ZMOD 4]` is congruence of integers modulo 4. The proof unfolds it into an equality of remainders, which `omega`, a decision procedure for linear integer arithmetic, derives from the exact count.

The spins can be rearranged and the composition changed, but $S$ moves only in steps of 4. For six sites the possible values lie among $6, 2, -2, -6$, and zero is not one of them.

## When a correlation vanishes

Now let $\pi$ be the shift by $s$ in a periodic cell. The cell has at least one site, so $N\neq0$ and the correlation vanishes exactly when its numerator does:

$$\Pi(s)=0\iff N-4n_{AB}=0\iff N=4n_{AB}.$$

```lean
/-- In a periodic cell of spins `±1`, the pair correlation at a shift vanishes exactly when the
number of sites is four times the number of AB pairs at that shift. -/
theorem pairCorrelation_eq_zero_iff {G : Type*} [AddCommGroup G] [Fintype G] {σ : G → ℤ}
    (hσ : IsSpin σ) (s : G) :
    pairCorrelation σ s = 0 ↔ Fintype.card G = 4 * countAB σ (Equiv.addRight s) := by
  have hN : (Fintype.card G : ℚ) ≠ 0 := Nat.cast_ne_zero.mpr Fintype.card_ne_zero
  rw [pairCorrelation, div_eq_zero_iff, or_iff_left hN, Int.cast_eq_zero, pairSum_eq hσ]
  omega
```

The proof first records that $N$ is nonzero as a rational number, then reduces the vanishing of the quotient to the vanishing of the integer pair sum and inserts the count. In physical terms, the correlation is zero precisely when a quarter of the sites are A sites whose shifted partner is B. This is the frequency of that ordered pair in a random equiatomic alloy, although here the cell itself need not be equiatomic.

If some shift has zero correlation, then $N$ is four times a whole number:

$$\Pi(s)=0\ \text{for some } s\quad\Longrightarrow\quad 4\mid N.$$

```lean
/-- A periodic cell of spins `±1` with exactly zero pair correlation at some lattice shift has a
number of sites divisible by 4. -/
theorem four_dvd_card_of_pairCorrelation_eq_zero {G : Type*} [AddCommGroup G] [Fintype G]
    {σ : G → ℤ} (hσ : IsSpin σ) (h : ∃ s, pairCorrelation σ s = 0) :
    4 ∣ Fintype.card G := by
  obtain ⟨s, hs⟩ := h
  exact ⟨_, (pairCorrelation_eq_zero_iff hσ s).mp hs⟩
```

The hypothesis `∃ s, pairCorrelation σ s = 0` asks for one such shift only. The proof takes that shift and uses its number of AB pairs as the quotient $N/4$.

For the choice of supercell in alloy simulation, this means that a binary cell with one atom per primitive cell cannot reach exactly zero correlation at any single shift unless its size is a multiple of 4.

## How close a cell with remainder 2 can come

Let $N$ leave remainder 2 on division by 4, as for 2, 6 or 10 sites. Then $S$ also leaves remainder 2. None of the integers $-1$, $0$ and $1$ does so, and therefore $|S|\ge2$. Dividing by $N$ gives

$$|\Pi(s)|\ge\frac2N\quad\text{for every } s.$$

```lean
/-- If the number `N` of sites of a periodic cell of spins `±1` leaves remainder 2 on division
by 4, the pair correlation at every shift has magnitude at least `2 / N`. -/
theorem two_div_card_le_abs_pairCorrelation {G : Type*} [AddCommGroup G] [Fintype G]
    {σ : G → ℤ} (hσ : IsSpin σ) (hN : Fintype.card G % 4 = 2) (s : G) :
    2 / (Fintype.card G : ℚ) ≤ |pairCorrelation σ s| := by
  -- the integer pair sum is itself 2 modulo 4, so it cannot be -1, 0 or 1
  have hS : (2 : ℤ) ≤ |pairSum σ (Equiv.addRight s)| := by
    have h := pairSum_eq hσ (Equiv.addRight s)
    rw [le_abs]
    omega
  have hQ : (2 : ℚ) ≤ |(pairSum σ (Equiv.addRight s) : ℚ)| := by exact_mod_cast hS
  rw [pairCorrelation, abs_div, Nat.abs_cast]
  exact div_le_div_of_nonneg_right hQ (Nat.cast_nonneg _)
```

In the proof, `hS` is the integer statement $|S|\ge2$, obtained from the exact count and the remainder of $N$. The next line carries it over to the rationals, and the last one divides by the number of sites.

The bound holds for every arrangement of the atoms, so a better search cannot beat it. It becomes weaker as the cell grows. For two sites it says that the correlation has magnitude at least 1, which is then its only possible magnitude.

The bound is attained on six sites. Number the sites of a ring from 0 to 5 and put A on the first three and B on the rest:

$$(\sigma_0,\dots,\sigma_5)=(+1,+1,+1,-1,-1,-1).$$

```lean
/-- The six-site ring AAABBB. -/
def sixRing (i : ZMod 6) : ℤ := if i.val < 3 then 1 else -1
```

The type `ZMod 6` is the group of integers modulo 6, so the neighbour of site 5 is site 0. The products of neighbouring spins, taken in order around the ring, are

$$+1,\ +1,\ -1,\ +1,\ +1,\ -1,$$

with sum 2. The nearest-neighbour correlation is therefore $\Pi(1)=2/6=1/3$. The count agrees: only site 2 is an A site followed by a B site, and $6-4\cdot1=2$.

```lean
/-- The ring AAABBB is a configuration of spins `±1` on six sites whose nearest-neighbour pair
correlation is exactly `2 / 6`, the value of `2 / N` for `N = 6`. -/
theorem sixRing_attains_bound : IsSpin sixRing ∧ pairCorrelation sixRing 1 = 2 / 6 := by
  have hspin : ∀ i : ZMod 6, sixRing i = 1 ∨ sixRing i = -1 := by decide
  have hsum : pairSum sixRing (Equiv.addRight 1) = 2 := by
    change ∑ i : ZMod 6, sixRing i * sixRing (i + 1) = 2
    decide
  refine ⟨hspin, ?_⟩
  rw [pairCorrelation, hsum, ZMod.card]
  norm_num
```

The theorem states both that the ring is a valid spin configuration and that its correlation at shift 1 is `2 / 6`. The two finite checks, of the spin values and of the sum, are done by `decide`, which evaluates them case by case. This settles the six-site case; larger cells with remainder 2 obey the bound, but the example does not show that they reach it.

## Cells of every size divisible by 4

For the opposite direction, start with a ring of four sites, numbered from 0 to 3, in the order AABB:

$$(\sigma_0,\sigma_1,\sigma_2,\sigma_3)=(+1,+1,-1,-1).$$

```lean
/-- The four-layer stacking sequence AABB. -/
def fourRing (i : ZMod 4) : ℤ := if i.val < 2 then 1 else -1
```

The products of neighbouring spins around this ring are $+1,-1,+1,-1$, and they sum to zero.

Now replace each site of the ring by a whole layer. Let the sites within a layer form a finite abelian group $H$, and write a site of the cell as $(k,x)$, with layer index $k$ modulo 4 and position $x$ in $H$. All atoms in a layer are of the same kind, so the spin is $\sigma_k$ whatever $x$ is. A shift $(1,h)$ advances by one layer and moves by $h$ within the layer. The lateral part $h$ has no effect on the spin that is reached, and

$$\sum_{x\in H}\ \sum_{k}\sigma_k\,\sigma_{k+1}=\sum_{x\in H}0=0.$$

The cell has $4|H|$ sites. Choosing $H$ as a ring of $m$ sites gives the size $4m$ for every $m\ge1$.

```lean
/-- For any finite abelian group `H` of positions in a layer, the cell of four layers stacked as
AABB has `4 * |H|` sites, spins `±1`, and zero pair correlation at every shift that advances by one
layer. -/
theorem layered_cell_pairCorrelation_eq_zero (H : Type*) [AddCommGroup H] [Fintype H] (h : H) :
    Fintype.card (ZMod 4 × H) = 4 * Fintype.card H ∧
      IsSpin (fun x : ZMod 4 × H => fourRing x.1) ∧
      pairCorrelation (fun x : ZMod 4 × H => fourRing x.1) (1, h) = 0 := by
  have hspin : ∀ i : ZMod 4, fourRing i = 1 ∨ fourRing i = -1 := by decide
  have hring : ∑ i : ZMod 4, fourRing i * fourRing (i + 1) = 0 := by decide
  -- each column of four sites contributes zero
  have hsum : pairSum (fun x : ZMod 4 × H => fourRing x.1) (Equiv.addRight (1, h)) = 0 := by
    change ∑ x : ZMod 4 × H, fourRing x.1 * fourRing (x.1 + 1) = 0
    rw [Fintype.sum_prod_type_right]
    exact Finset.sum_eq_zero fun _ _ => hring
  refine ⟨by rw [Fintype.card_prod, ZMod.card], fun x => hspin x.1, ?_⟩
  rw [pairCorrelation, hsum, Int.cast_zero, zero_div]

end QuasirandomPairParity
```

The theorem has three parts: the number of sites, the validity of the spins, and zero correlation at the shift `(1, h)` for an arbitrary lateral displacement `h`. In the proof, `hring` is the four-term sum. The step `hsum` splits the sum over the cell into columns of four sites, each of which contributes zero.

These layered cells show that zero correlation at some shift is possible for every positive multiple of 4, but they are poor models of a random alloy. A shift within a layer has correlation $+1$, and a shift by two layers has correlation $-1$. Nor does the construction say that every cell shape with $4\mid N$ can reach zero at a shift chosen in advance: at the zero shift, for instance, the correlation is always 1.

```lean
#print axioms QuasirandomPairParity.four_dvd_card_of_pairCorrelation_eq_zero
#print axioms QuasirandomPairParity.two_div_card_le_abs_pairCorrelation
#print axioms QuasirandomPairParity.sixRing_attains_bound
#print axioms QuasirandomPairParity.layered_cell_pairCorrelation_eq_zero
```

```
'QuasirandomPairParity.four_dvd_card_of_pairCorrelation_eq_zero' depends on axioms: [propext, Classical.choice, Quot.sound]
'QuasirandomPairParity.two_div_card_le_abs_pairCorrelation' depends on axioms: [propext, Classical.choice, Quot.sound]
'QuasirandomPairParity.sixRing_attains_bound' depends on axioms: [propext, Classical.choice, Quot.sound]
'QuasirandomPairParity.layered_cell_pairCorrelation_eq_zero' depends on axioms: [propext, Classical.choice, Quot.sound]
```
